# Core Coefficients Minimize a Pseudo-Orbital's Unnormalized Kinetic Energy Exactly When They Solve a Linear System

To pick a smooth pseudo-orbital, one can compute the kinetic matrix elements among the core orbitals and between the cores and the valence orbital, then solve one linear system for the core coefficients. In Phillips–Kleinman theory these coefficients are free, and low kinetic energy is one measure of smoothness. The result below justifies this step for a fixed valence vector, finitely many fixed cores and an energy that is not divided by the norm.

## Orbitals and their kinetic energy

```lean
import Mathlib

open ComplexConjugate

namespace SmoothestPseudoOrbital

variable {E : Type*} [NormedAddCommGroup E] [InnerProductSpace ℂ E]
variable {ι : Type*} [Fintype ι]
```

`E` is a complex inner product space of any dimension, and the finite type `ι` labels the cores. `inner ℂ x y` is $\langle x,y\rangle$, conjugate-linear in the first slot and linear in the second.

```lean
/-- The core admixture `∑ a_i c_i`. -/
def coreMix (c : ι → E) (a : ι → ℂ) : E := ∑ i, a i • c i
```

A family `c : ι → E` holds the core vectors $c_i$, and `a : ι → ℂ` their coefficients. I write $C_a=\sum_i a_i c_i$ for `coreMix c a`. The cores need not be orthonormal or even independent.

```lean
/-- The pseudo-orbital `v + ∑ a_i c_i`: a valence vector plus a core admixture. -/
def pseudoOrbital (v : E) (c : ι → E) (a : ι → ℂ) : E := v + coreMix c a
```

With valence vector $v$, this is $\varphi_a=v+C_a$. Nothing requires $v$ or the $c_i$ to be eigenvectors of a Hamiltonian, and no pseudopotential is constructed.

```lean
/-- The kinetic energy of `φ`, the real part of `⟨φ, T φ⟩`, without normalization of `φ`. -/
noncomputable def kinetic (T : E →ₗ[ℂ] E) (φ : E) : ℝ := (inner ℂ φ (T φ)).re
```

Here `T : E →ₗ[ℂ] E` is a linear map defined on all of `E`, and $K(\varphi)=\mathrm{Re}\langle\varphi,T\varphi\rangle$. The differential operator for kinetic energy is not defined on all of $L^2$, so `E` is not meant to be that whole space. For orbitals in the operator's domain, one can take `E` to be the span of the valence and core orbitals, and `T` to be the kinetic operator followed by orthogonal projection onto this span. This leaves every matrix element between these orbitals unchanged. When $T$ is symmetric, as a kinetic energy operator is, the expectation value in the normalized state is $K(\varphi)/\langle\varphi,\varphi\rangle$ for $\varphi\ne0$; minimizing that quotient is in general a different problem.

## How the energy responds to a change

```lean
/-- The kinetic energy of a sum is the sum of the energies plus twice the real part of
the cross term. -/
theorem kinetic_add {T : E →ₗ[ℂ] E} (hT : T.IsSymmetric) (x y : E) :
    kinetic T (x + y) = kinetic T x + 2 * (inner ℂ y (T x)).re + kinetic T y := by
  have h : (inner ℂ x (T y)).re = (inner ℂ y (T x)).re := by
    rw [← hT x y, ← inner_conj_symm (T x) y, Complex.conj_re]
  simp only [kinetic, map_add, inner_add_left, inner_add_right, Complex.add_re]
  linarith
```

The hypothesis `hT` says that $T$ is symmetric: $\langle Tx,y\rangle=\langle x,Ty\rangle$. Expanding gives

$$\langle x+y,T(x+y)\rangle=\langle x,Tx\rangle+\langle x,Ty\rangle+\langle y,Tx\rangle+\langle y,Ty\rangle .$$

Since $\langle x,Ty\rangle=\langle Tx,y\rangle=\overline{\langle y,Tx\rangle}$, the two cross terms have equal real parts, which is the step `h`. Hence

$$K(x+y)=K(x)+2\,\mathrm{Re}\langle y,Tx\rangle+K(y).$$

```lean
/-- Scaling a vector by `z` scales its kinetic energy by `|z|²`. -/
theorem kinetic_smul (T : E →ₗ[ℂ] E) (z : ℂ) (x : E) :
    kinetic T (z • x) = Complex.normSq z * kinetic T x := by
  unfold kinetic
  rw [map_smul, inner_smul_left, inner_smul_right, ← mul_assoc, mul_comm (conj z) z,
    Complex.mul_conj, Complex.re_ofReal_mul]
```

The first slot contributes $\bar z$ and the second $z$, so $K(zx)=|z|^2K(x)$. Lean writes $|z|^2$ as `Complex.normSq z`.

```lean
/-- If the energy change `2 Re(z* g) + |z|² k` is non-negative for every complex
amplitude `z`, then the gradient `g` vanishes. -/
theorem gradient_eq_zero (g : ℂ) (k : ℝ)
    (h : ∀ z : ℂ, 0 ≤ 2 * (conj z * g).re + Complex.normSq z * k) : g = 0 := by
  by_contra hg
  have hN : 0 < Complex.normSq g := Complex.normSq_pos.2 hg
  obtain ⟨t, ht, htk⟩ : ∃ t : ℝ, 0 < t ∧ t * k ≤ 1 :=
    ⟨(|k| + 1)⁻¹, by positivity, by
      rw [inv_mul_le_iff₀ (by positivity)]
      linarith [le_abs_self k]⟩
  -- a short step against the gradient lowers the energy
  have h1 := h (-((t : ℂ) * g))
  have h2 : (conj (-((t : ℂ) * g)) * g).re = -(t * Complex.normSq g) := by
    simp [Complex.normSq_apply]
    ring
  rw [h2, Complex.normSq_neg, Complex.normSq_mul, Complex.normSq_ofReal] at h1
  have h3 : 0 < t * Complex.normSq g := mul_pos ht hN
  nlinarith [mul_le_mul_of_nonneg_left htk h3.le]
```

Suppose $2\,\mathrm{Re}(\bar z g)+|z|^2k\ge0$ for all complex $z$, but $g\neq0$. Take $t=1/(|k|+1)$, so that $t>0$ and $tk\le1$, and insert $z=-tg$:

$$-2t|g|^2+t^2|g|^2k\le-2t|g|^2+t|g|^2=-t|g|^2<0.$$

This contradiction forces $g=0$. `by_contra` starts the argument, and `nlinarith` does the final estimate.

## Stationarity as orthogonality

```lean
/-- Changing the coefficients by `d` adds the core admixture of `d` to the pseudo-orbital. -/
theorem pseudoOrbital_add (v : E) (c : ι → E) (a d : ι → ℂ) :
    pseudoOrbital v c (a + d) = pseudoOrbital v c a + coreMix c d := by
  simp only [pseudoOrbital, coreMix, Pi.add_apply, add_smul, Finset.sum_add_distrib]
  abel
```

By linearity, $\varphi_{a+d}=\varphi_a+C_d$.

```lean
/-- The linear equations for the coefficients say exactly that `T φ` is orthogonal to
every core vector. -/
theorem equations_iff_orthogonal (T : E →ₗ[ℂ] E) (v : E) (c : ι → E) (a : ι → ℂ) :
    (∀ i, ∑ j, inner ℂ (c i) (T (c j)) * a j = -inner ℂ (c i) (T v)) ↔
      ∀ i, inner ℂ (c i) (T (pseudoOrbital v c a)) = 0 := by
  refine forall_congr' fun i => ?_
  have h : inner ℂ (c i) (T (pseudoOrbital v c a)) =
      inner ℂ (c i) (T v) + ∑ j, inner ℂ (c i) (T (c j)) * a j := by
    simp only [pseudoOrbital, coreMix, map_add, map_sum, map_smul, inner_add_right,
      inner_sum, inner_smul_right]
    congr 1
    exact Finset.sum_congr rfl fun j _ => mul_comm _ _
  rw [h]
  constructor
  · intro h1
    linear_combination h1
  · intro h1
    linear_combination h1
```

For each $i$, linearity gives

$$\langle c_i,T\varphi_a\rangle=\langle c_i,Tv\rangle+\sum_j\langle c_i,Tc_j\rangle a_j .$$

The left side vanishes exactly when $\sum_j\langle c_i,Tc_j\rangle a_j=-\langle c_i,Tv\rangle$. The linear system therefore says that $T\varphi_a$ is orthogonal to every core. The proof establishes the displayed identity as `h`, and `linear_combination` moves the term across in each direction.

```lean
/-- If `a` solves the linear equations, any other choice `b` changes the kinetic energy by
exactly the kinetic energy of the core admixture with coefficients `b - a`. -/
theorem kinetic_excess {T : E →ₗ[ℂ] E} (hT : T.IsSymmetric) (v : E) (c : ι → E)
    (a b : ι → ℂ)
    (ha : ∀ i, ∑ j, inner ℂ (c i) (T (c j)) * a j = -inner ℂ (c i) (T v)) :
    kinetic T (pseudoOrbital v c b) =
      kinetic T (pseudoOrbital v c a) + kinetic T (coreMix c (b - a)) := by
  have hs := (equations_iff_orthogonal T v c a).1 ha
  have h0 : inner ℂ (coreMix c (b - a)) (T (pseudoOrbital v c a)) = 0 := by
    simp only [coreMix, sum_inner, inner_smul_left, hs, mul_zero, Finset.sum_const_zero]
  have hb : b = a + (b - a) := by abel
  conv_lhs => rw [hb, pseudoOrbital_add, kinetic_add hT, h0]
  simp
```

Let $T$ be symmetric, let $a$ solve the system and let $b$ be any other choice. Then $\varphi_b=\varphi_a+C_{b-a}$, and the cross term contains

$$\langle C_{b-a},T\varphi_a\rangle=\sum_i\overline{(b_i-a_i)}\,\langle c_i,T\varphi_a\rangle=0 .$$

This is `h0`. The energy expansion leaves

$$K(\varphi_b)=K(\varphi_a)+K(C_{b-a}).$$

## The minimum condition

```lean
/-- The coefficients `a` minimize the kinetic energy of `v + ∑ a_i c_i` if and only if
`∑_j ⟨c_i, T c_j⟩ a_j = -⟨c_i, T v⟩` for every core vector `c_i`. -/
theorem minimizes_kinetic_iff {T : E →ₗ[ℂ] E} (hT : T.IsSymmetric)
    (hpos : ∀ x, 0 ≤ kinetic T x) (v : E) (c : ι → E) (a : ι → ℂ) :
    (∀ b, kinetic T (pseudoOrbital v c a) ≤ kinetic T (pseudoOrbital v c b)) ↔
      ∀ i, ∑ j, inner ℂ (c i) (T (c j)) * a j = -inner ℂ (c i) (T v) := by
  classical
  constructor
  · intro hmin
    rw [equations_iff_orthogonal]
    intro i
    -- vary the single coefficient `a_i` by a complex amount `z`
    refine gradient_eq_zero _ (kinetic T (c i)) fun z => ?_
    have hz : coreMix c (Pi.single i z) = z • c i := by
      simp [coreMix, Pi.single_apply, ite_smul]
    have h := hmin (a + Pi.single i z)
    rw [pseudoOrbital_add, hz, kinetic_add hT, kinetic_smul, inner_smul_left] at h
    linarith
  · intro ha b
    rw [kinetic_excess hT v c a b ha]
    linarith [hpos (coreMix c (b - a))]
```

The hypothesis `hpos` says $K(x)\ge0$ for every $x$. It stands for the fact that kinetic energy is an integral of $|\nabla\varphi|^2$ with a positive prefactor. Together, `hT` and `hpos` make $T$ positive semidefinite. The left side of `↔` says that no coefficients `b` give a lower energy than `a`; the right side is the linear system.

Suppose first that $a$ minimizes. Change only $a_i$, by a complex number $z$; in Lean this change is `Pi.single i z`. The new vector is $\varphi_a+zc_i$, so minimality gives

$$0\le2\,\mathrm{Re}\big(\bar z\langle c_i,T\varphi_a\rangle\big)+|z|^2K(c_i)\quad\text{for all }z.$$

By `gradient_eq_zero`, $\langle c_i,T\varphi_a\rangle=0$. This holds for every $i$, which is the linear system.

Conversely, if $a$ solves the system, `kinetic_excess` gives $K(\varphi_b)-K(\varphi_a)=K(C_{b-a})\ge0$. Only this direction uses `hpos`.

## Existence, uniqueness and the minimal value

```lean
/-- A choice of coefficients with minimal kinetic energy always exists, for any finite
family of core vectors. -/
theorem exists_minimizer {T : E →ₗ[ℂ] E} (hT : T.IsSymmetric)
    (hpos : ∀ x, 0 ≤ kinetic T x) (v : E) (c : ι → E) :
    ∃ a, ∀ b, kinetic T (pseudoOrbital v c a) ≤ kinetic T (pseudoOrbital v c b) := by
  classical
  let M : Matrix ι ι ℂ := Matrix.of fun i j => inner ℂ (c i) (T (c j))
  have hM : ∀ d, M.mulVecLin d = fun i => inner ℂ (c i) (T (coreMix c d)) := by
    intro d
    funext i
    simp [M, coreMix, Matrix.mulVec, dotProduct, mul_comm]
  have hr : (fun i => inner ℂ (c i) (T v)) ∈ LinearMap.range M.mulVecLin := by
    by_contra hb
    -- a functional `f` that vanishes on the range but not at `⟨c_i, T v⟩` is given by the
    -- inner product with a core combination
    obtain ⟨f, hfb, hf⟩ := Submodule.exists_le_ker_of_notMem hb
    obtain ⟨d, hd⟩ : ∃ d : ι → ℂ, ∀ x,
        inner ℂ (coreMix c d) x = f (fun i => inner ℂ (c i) x) := by
      refine ⟨fun i => conj (f fun j => if i = j then 1 else 0), fun x => ?_⟩
      rw [LinearMap.pi_apply_eq_sum_univ f (fun i => inner ℂ (c i) x)]
      simp only [coreMix, sum_inner, inner_smul_left, Complex.conj_conj, smul_eq_mul]
      exact Finset.sum_congr rfl fun i _ => mul_comm _ _
    have h0 : kinetic T (coreMix c d) = 0 := by
      have h1 : f (M.mulVecLin d) = 0 := hf (LinearMap.mem_range_self _ d)
      rw [kinetic, hd, ← hM, h1, Complex.zero_re]
    -- zero kinetic energy forces `T` of this combination to be orthogonal to `v`
    have hTu : inner ℂ v (T (coreMix c d)) = 0 := by
      refine gradient_eq_zero _ (kinetic T v) fun z => ?_
      have h := hpos (coreMix c d + z • v)
      rw [kinetic_add hT, kinetic_smul, inner_smul_left, h0] at h
      linarith
    apply hfb
    rw [← hd, ← hT (coreMix c d) v, ← inner_conj_symm, hTu, map_zero]
  obtain ⟨x, hx⟩ := hr
  refine ⟨-x, (minimizes_kinetic_iff hT hpos v c (-x)).2 fun i => ?_⟩
  have h := congrFun hx i
  simp only [M, Matrix.mulVecLin_apply, Matrix.mulVec, dotProduct, Matrix.of_apply] at h
  simp only [Pi.neg_apply, mul_neg, Finset.sum_neg_distrib, h]
```

Under `hT` and `hpos`, a minimizer exists even if the core kinetic matrix $M_{ij}=\langle c_i,Tc_j\rangle$ is singular. Let $r_i=\langle c_i,Tv\rangle$ and suppose $r$ is not in the range of $M$. Then some linear functional $f(y)=\sum_i f_iy_i$ vanishes on the range while $f(r)\ne0$. With $d_i=\bar f_i$,

$$\langle C_d,x\rangle=\sum_i f_i\langle c_i,x\rangle\quad\text{for all }x.$$

Since $(Md)_i=\langle c_i,TC_d\rangle$, taking $x=TC_d$ gives $K(C_d)=\mathrm{Re}\,f(Md)=0$. Positivity of $K(C_d+zv)$ now reads

$$0\le2\,\mathrm{Re}\big(\bar z\langle v,TC_d\rangle\big)+|z|^2K(v)\quad\text{for all }z,$$

so $\langle v,TC_d\rangle=0$ by the gradient lemma. But then

$$f(r)=\langle C_d,Tv\rangle=\langle TC_d,v\rangle=\overline{\langle v,TC_d\rangle}=0,$$

a contradiction. Thus $r=Mx$ for some $x$, and $a=-x$ solves the system and minimizes.

```lean
/-- A minimizer `a` is the only one if and only if no non-zero coefficients give a core
admixture of zero kinetic energy. -/
theorem minimizer_unique_iff {T : E →ₗ[ℂ] E} (hT : T.IsSymmetric)
    (hpos : ∀ x, 0 ≤ kinetic T x) (v : E) (c : ι → E) (a : ι → ℂ)
    (ha : ∀ b, kinetic T (pseudoOrbital v c a) ≤ kinetic T (pseudoOrbital v c b)) :
    (∀ a', (∀ b, kinetic T (pseudoOrbital v c a') ≤ kinetic T (pseudoOrbital v c b)) →
      a' = a) ↔ ∀ d, kinetic T (coreMix c d) = 0 → d = 0 := by
  have hex := fun b => kinetic_excess hT v c a b ((minimizes_kinetic_iff hT hpos v c a).1 ha)
  constructor
  · intro huniq d hd
    have h := hex (a + d)
    rw [add_sub_cancel_left, hd, add_zero] at h
    exact add_eq_left.1 (huniq (a + d) fun b => h ▸ ha b)
  · intro hdef a' ha'
    have h1 := hex a'
    have h2 := ha' a
    have h3 := hpos (coreMix c (a' - a))
    exact sub_eq_zero.1 (hdef _ (by linarith))
```

Assume `hT` and `hpos` again, and let $a$ be a minimizer, so that $K(\varphi_b)=K(\varphi_a)+K(C_{b-a})$ for every $b$. If $a$ is the only minimizer and $K(C_d)=0$, then $a+d$ has the same energy, so $d=0$. Conversely, suppose only $d=0$ gives $K(C_d)=0$. A second minimizer $a'$ has the same energy as $a$, hence $K(C_{a'-a})=0$ and $a'=a$. Linearly dependent cores therefore always leave the coefficients ambiguous.

```lean
/-- For coefficients solving the linear equations, the kinetic energy of the pseudo-orbital
`φ` is the real part of `⟨v, T φ⟩`. -/
theorem minimal_kinetic_eq (T : E →ₗ[ℂ] E) (v : E) (c : ι → E) (a : ι → ℂ)
    (ha : ∀ i, ∑ j, inner ℂ (c i) (T (c j)) * a j = -inner ℂ (c i) (T v)) :
    kinetic T (pseudoOrbital v c a) = (inner ℂ v (T (pseudoOrbital v c a))).re := by
  have hs := (equations_iff_orthogonal T v c a).1 ha
  have h0 : inner ℂ (coreMix c a) (T (pseudoOrbital v c a)) = 0 := by
    simp only [coreMix, sum_inner, inner_smul_left, hs, mul_zero, Finset.sum_const_zero]
  have h1 : inner ℂ (v + coreMix c a) (T (pseudoOrbital v c a)) =
      inner ℂ v (T (pseudoOrbital v c a)) := by
    rw [inner_add_left, h0, add_zero]
  exact congrArg Complex.re h1

end SmoothestPseudoOrbital
```

For a solution $a$, orthogonality removes the core part of the left slot:

$$K(\varphi_a)=\mathrm{Re}\langle v+C_a,T\varphi_a\rangle=\mathrm{Re}\langle v,T\varphi_a\rangle .$$

This identity holds for any linear $T$. Under `hT` and `hpos`, the value is the minimal energy, by `minimizes_kinetic_iff`.

```lean
#print axioms SmoothestPseudoOrbital.exists_minimizer
-- 'SmoothestPseudoOrbital.exists_minimizer' depends on axioms: [propext, Classical.choice, Quot.sound]
#print axioms SmoothestPseudoOrbital.minimizer_unique_iff
-- 'SmoothestPseudoOrbital.minimizer_unique_iff' depends on axioms: [propext, Classical.choice, Quot.sound]
#print axioms SmoothestPseudoOrbital.minimal_kinetic_eq
-- 'SmoothestPseudoOrbital.minimal_kinetic_eq' depends on axioms: [propext, Classical.choice, Quot.sound]
```
